# The screened Coulomb matrix of equally spaced layers with non-negative, layer-diagonal response has a tridiagonal inverse

Consider $N=n+1$ thin layers, numbered $0,\dots,n$, with spacing $d$ in vacuum. At one in-plane wavevector $q>0$, in Gaussian units with $e^2=1$, the bare interaction is $v_{ij}=(2\pi/q)\,x^{|i-j|}$. Physically $x=e^{-qd}$ lies between 0 and 1; the main theorems allow $|x|<1$.

```lean
import Mathlib

open Matrix

namespace LayeredScreening

noncomputable section
```

This loads the mathematics library Mathlib and opens its matrix notation.

```lean
/-- The number of interlayer spacings between layers `i` and `j`. -/
def layerGap (i j : ℕ) : ℕ := ((i : ℤ) - (j : ℤ)).natAbs
```

`layerGap i j` is $|i-j|$, computed in the integers and returned as a natural number.

```lean
/-- The bare Coulomb interaction `(2π/q) x^|i-j|` between `n + 1` layers at in-plane
wavevector `q ≠ 0`, with attenuation `x` per spacing. -/
def layerCoulomb (n : ℕ) (q x : ℝ) : Matrix (Fin (n + 1)) (Fin (n + 1)) ℝ :=
  Matrix.of fun i j => 2 * Real.pi / q * x ^ layerGap i j
```

This is $v$. The type `Fin (n + 1)` holds the layer labels $0,\dots,n$.

```lean
/-- The diagonal `1 + x²`, reduced by `x²` for each outer surface of the stack that
layer `i` forms. -/
def layerDiag (n : ℕ) (x : ℝ) (i : ℕ) : ℝ :=
  1 + x ^ 2 - (if i = 0 then x ^ 2 else 0) - (if i = n then x ^ 2 else 0)
```

The diagonal is $D_i=1+x^2$ inside the stack and $1$ at either end. A single layer forms both surfaces, so there $D_0=1-x^2$.

```lean
/-- The tridiagonal matrix with diagonal `layerDiag` and `-x` between adjacent layers. -/
def bondMatrix (n : ℕ) (x : ℝ) : Matrix (Fin (n + 1)) (Fin (n + 1)) ℝ :=
  Matrix.of fun i j => (if i = j then layerDiag n x i else 0)
    - (if (i : ℕ) + 1 = j then x else 0) - (if (j : ℕ) + 1 = i then x else 0)
```

The matrix $B$ has diagonal $D_i$ and $-x$ between neighbours.

```lean
/-- The tridiagonal matrix scaled by `q / (2π(1 - x²))`, for `x² ≠ 1`. -/
def inverseCoulomb (n : ℕ) (q x : ℝ) : Matrix (Fin (n + 1)) (Fin (n + 1)) ℝ :=
  (q / (2 * Real.pi * (1 - x ^ 2))) • bondMatrix n x
```

The candidate inverse is $K=\frac{q}{2\pi(1-x^2)}B$.

```lean
/-- The screened interaction `W = (1 + vR)⁻¹ v` for a layer-diagonal response `R`,
on the domain where `q ≠ 0` and `1 + vR` is invertible. -/
def screenedCoulomb (n : ℕ) (q x : ℝ) (R : Fin (n + 1) → ℝ) :
    Matrix (Fin (n + 1)) (Fin (n + 1)) ℝ :=
  (1 + layerCoulomb n q x * Matrix.diagonal R)⁻¹ * layerCoulomb n q x
```

`R` lists the responses $R_i$; below, $R$ also denotes their diagonal matrix. The total potential $a_i$, which includes that of the induced charges, induces the charge $-R_ia_i$ in layer $i$ alone, so there is no interlayer response. The screened interaction is $W=(1+vR)^{-1}v$.

## A three-term recurrence inverts $v$

```lean
/-- For layer spacing `d` and `x = exp(-qd)`, the interaction is `(2π/q) exp(-q d |i-j|)`. -/
theorem layerCoulomb_exp (n : ℕ) (q d : ℝ) (i j : Fin (n + 1)) :
    layerCoulomb n q (Real.exp (-(q * d))) i j
      = 2 * Real.pi / q * Real.exp (-(q * (d * layerGap i j))) := by
  simp only [layerCoulomb, Matrix.of_apply]
  rw [← Real.exp_nat_mul]
  congr 2
  ring
```

A theorem's statement stands before `:=` and its proof after. This one is $(e^{-qd})^m=e^{-qdm}$ with $m=|i-j|$.

```lean
/-- A row of the tridiagonal matrix couples a layer only to itself and its neighbours. -/
theorem bondMatrix_row {n : ℕ} (x : ℝ) (i : Fin (n + 1)) (f : ℕ → ℝ) :
    ∑ j : Fin (n + 1), bondMatrix n x i j * f j = layerDiag n x i * f i
      - (if (i : ℕ) = n then 0 else x * f (i + 1))
      - (if (i : ℕ) = 0 then 0 else x * f (i - 1)) := by
  have hi := i.isLt
  have h0 : ∑ j : Fin (n + 1), (if i = j then layerDiag n x i else 0) * f j
      = layerDiag n x i * f i := by simp [ite_mul]
  have h1 : ∑ j : Fin (n + 1), (if (i : ℕ) + 1 = j then x else 0) * f j
      = if (i : ℕ) = n then 0 else x * f (i + 1) := by
    rw [Fin.sum_univ_eq_sum_range (fun j => (if (i : ℕ) + 1 = j then x else 0) * f j) (n + 1)]
    simp only [ite_mul, zero_mul, Finset.sum_ite_eq, Finset.mem_range]
    by_cases h : (i : ℕ) = n
    · rw [if_pos h, if_neg (by omega)]
    · rw [if_neg h, if_pos (by omega)]
  have h2 : ∑ j : Fin (n + 1), (if (j : ℕ) + 1 = i then x else 0) * f j
      = if (i : ℕ) = 0 then 0 else x * f (i - 1) := by
    by_cases h : (i : ℕ) = 0
    · simp [h]
    · rw [Fin.sum_univ_eq_sum_range (fun j => (if j + 1 = (i : ℕ) then x else 0) * f j) (n + 1),
        Finset.sum_eq_single ((i : ℕ) - 1)]
      · rw [if_pos (by omega), if_neg h]
      · intro b _ hb
        rw [if_neg (by omega), zero_mul]
      · intro hb
        exact absurd (Finset.mem_range.mpr (by omega)) hb
  rw [← h0, ← h1, ← h2, ← Finset.sum_sub_distrib, ← Finset.sum_sub_distrib]
  refine Finset.sum_congr rfl fun j _ => ?_
  simp only [bondMatrix, Matrix.of_apply]
  ring
```

In $\sum_jB_{ij}f_j=D_if_i-xf_{i+1}-xf_{i-1}$, neighbours outside the stack are omitted. The proof splits the sum into three, each with at most one surviving term.

```lean
/-- The attenuated potential of one charged layer obeys a three-term recurrence with a
source only at that layer. -/
theorem potential_recurrence (x : ℝ) {n i j : ℕ} (hj : j ≤ n) :
    layerDiag n x i * x ^ layerGap i j
      - (if i = n then 0 else x * x ^ layerGap (i + 1) j)
      - (if i = 0 then 0 else x * x ^ layerGap (i - 1) j) = if i = j then 1 - x ^ 2 else 0 := by
  rcases lt_trichotomy i j with h | h | h
  · obtain ⟨m, hm⟩ := Nat.exists_eq_add_of_lt h
    have e0 : layerGap i j = m + 1 := by unfold layerGap; omega
    have e1 : layerGap (i + 1) j = m := by unfold layerGap; omega
    have hn : i ≠ n := by omega
    rw [e0, e1]
    by_cases h0 : i = 0
    · simp only [layerDiag, if_pos h0, if_neg hn, if_neg h.ne]
      ring
    · have e2 : layerGap (i - 1) j = m + 2 := by unfold layerGap; omega
      simp only [layerDiag, e2, if_neg h0, if_neg hn, if_neg h.ne]
      ring
  · have e0 : layerGap i j = 0 := by unfold layerGap; omega
    have e1 : layerGap (i + 1) j = 1 := by unfold layerGap; omega
    rw [e0, e1, if_pos h]
    by_cases h0 : i = 0
    · by_cases hn : i = n
      · simp only [layerDiag, if_pos h0, if_pos hn]
        ring
      · simp only [layerDiag, if_pos h0, if_neg hn]
        ring
    · have e2 : layerGap (i - 1) j = 1 := by unfold layerGap; omega
      by_cases hn : i = n
      · simp only [layerDiag, e2, if_neg h0, if_pos hn]
        ring
      · simp only [layerDiag, e2, if_neg h0, if_neg hn]
        ring
  · obtain ⟨m, hm⟩ := Nat.exists_eq_add_of_lt h
    have e0 : layerGap i j = m + 1 := by unfold layerGap; omega
    have e1 : layerGap (i + 1) j = m + 2 := by unfold layerGap; omega
    have e2 : layerGap (i - 1) j = m := by unfold layerGap; omega
    have h0 : i ≠ 0 := by omega
    rw [e0, e1, e2]
    by_cases hn : i = n
    · simp only [layerDiag, if_neg h0, if_pos hn, if_neg h.ne']
      ring
    · simp only [layerDiag, if_neg h0, if_neg hn, if_neg h.ne']
      ring
```

Put $f_i=x^{|i-j|}$. Inside the stack, at distance $m\ge1$ from the source layer $j$,
$$(1+x^2)x^m-x\,x^{m+1}-x\,x^{m-1}=0,$$
and at the source $1+x^2-2x^2=1-x^2$. At a surface, the missing neighbour would have contributed $x\,x^{m+1}=x^2x^m$, exactly what the reduced $D_i$ removes. Lean treats $i<j$, $i=j$ and $i>j$ separately: `omega` settles the distances, `ring` the algebra.

```lean
/-- The scaled tridiagonal matrix inverts the bare interlayer Coulomb interaction. -/
theorem inverseCoulomb_mul (n : ℕ) {q x : ℝ} (hq : q ≠ 0) (hx : x ^ 2 ≠ 1) :
    inverseCoulomb n q x * layerCoulomb n q x = 1 := by
  ext i j
  have h : ∑ k : Fin (n + 1), bondMatrix n x i k * x ^ layerGap k j
      = if (i : ℕ) = j then 1 - x ^ 2 else 0 :=
    (bondMatrix_row x i (fun k => x ^ layerGap k j)).trans
      (potential_recurrence (i := (i : ℕ)) x (Nat.le_of_lt_succ j.isLt))
  have hs : ∑ k, inverseCoulomb n q x i k * layerCoulomb n q x k j
      = q / (2 * Real.pi * (1 - x ^ 2)) * (2 * Real.pi / q)
        * ∑ k : Fin (n + 1), bondMatrix n x i k * x ^ layerGap k j := by
    rw [Finset.mul_sum]
    refine Finset.sum_congr rfl fun k _ => ?_
    simp only [inverseCoulomb, layerCoulomb, Matrix.smul_apply, smul_eq_mul, Matrix.of_apply]
    ring
  rw [Matrix.mul_apply, hs, h, Matrix.one_apply]
  have hp := Real.pi_ne_zero
  have hx' : 1 - x ^ 2 ≠ 0 := sub_ne_zero.mpr hx.symm
  by_cases hij : i = j
  · rw [if_pos (congrArg Fin.val hij), if_pos hij]
    field_simp
  · rw [if_neg (fun e => hij (Fin.ext e)), if_neg hij, mul_zero]
```

Hence
$$(Kv)_{ij}=\frac{q}{2\pi(1-x^2)}\,\frac{2\pi}{q}\,(1-x^2)\,\delta_{ij}=\delta_{ij}.$$

## Sums of squares give positivity

```lean
/-- The quadratic form of the tridiagonal matrix is a surface term plus one square for
each pair of adjacent layers. -/
theorem bondMatrix_energy {n : ℕ} (x : ℝ) (φ : Fin (n + 1) → ℝ) :
    φ ⬝ᵥ bondMatrix n x *ᵥ φ = (1 - x ^ 2) * φ 0 ^ 2
      + ∑ k : Fin n, (φ k.succ - x * φ k.castSucc) ^ 2 := by
  -- a double sum over adjacent layers is a single sum over bonds
  have up (a : Fin (n + 1) → Fin (n + 1) → ℝ) :
      ∑ i : Fin (n + 1), ∑ j : Fin (n + 1), (if (i : ℕ) + 1 = j then a i j else 0)
        = ∑ k : Fin n, a k.castSucc k.succ := by
    rw [Fin.sum_univ_castSucc]
    have hl : ∑ j : Fin (n + 1),
        (if ((Fin.last n : Fin (n + 1)) : ℕ) + 1 = j then a (Fin.last n) j else 0) = 0 :=
      Finset.sum_eq_zero fun j _ => if_neg (by
        have := j.isLt
        have e : ((Fin.last n : Fin (n + 1)) : ℕ) = n := rfl
        omega)
    rw [hl, add_zero]
    refine Finset.sum_congr rfl fun k _ => ?_
    rw [Finset.sum_eq_single k.succ]
    · exact if_pos rfl
    · intro j _ hj
      exact if_neg fun e => hj (Fin.ext e.symm)
    · intro h
      exact absurd (Finset.mem_univ _) h
  have down : ∑ i : Fin (n + 1), ∑ j : Fin (n + 1),
      (if (j : ℕ) + 1 = i then x * φ i * φ j else 0)
      = ∑ k : Fin n, x * φ k.succ * φ k.castSucc := by
    rw [Finset.sum_comm]
    exact up fun i j => x * φ j * φ i
  have key (i j : Fin (n + 1)) : φ i * (bondMatrix n x i j * φ j)
      = (if i = j then layerDiag n x i * φ i ^ 2 else 0)
        - (if (i : ℕ) + 1 = j then x * φ i * φ j else 0)
        - (if (j : ℕ) + 1 = i then x * φ i * φ j else 0) := by
    simp only [bondMatrix, Matrix.of_apply]
    by_cases hij : i = j
    · subst hij
      split_ifs <;> ring
    · split_ifs <;> ring
  have h0 : ∑ i : Fin (n + 1), (if (i : ℕ) = 0 then x ^ 2 else 0) * φ i ^ 2
      = x ^ 2 * φ 0 ^ 2 := by
    rw [Fin.sum_univ_succ]
    simp
  have hn : ∑ i : Fin (n + 1), (if (i : ℕ) = n then x ^ 2 else 0) * φ i ^ 2
      = x ^ 2 * φ (Fin.last n) ^ 2 := by
    have hk : ∀ k : Fin n, (k : ℕ) ≠ n := fun k => k.isLt.ne
    rw [Fin.sum_univ_castSucc]
    simp [hk]
  have hD : ∑ i : Fin (n + 1), layerDiag n x i * φ i ^ 2
      = (1 + x ^ 2) * ∑ i, φ i ^ 2 - x ^ 2 * φ 0 ^ 2 - x ^ 2 * φ (Fin.last n) ^ 2 := by
    rw [← hn, ← h0, Finset.mul_sum, ← Finset.sum_sub_distrib, ← Finset.sum_sub_distrib]
    refine Finset.sum_congr rfl fun i _ => ?_
    unfold layerDiag
    ring
  have hR : ∑ k : Fin n, (φ k.succ - x * φ k.castSucc) ^ 2
      = ∑ k : Fin n, φ k.succ ^ 2 - ∑ k : Fin n, x * φ k.castSucc * φ k.succ
        - ∑ k : Fin n, x * φ k.succ * φ k.castSucc + x ^ 2 * ∑ k : Fin n, φ k.castSucc ^ 2 := by
    rw [Finset.mul_sum, ← Finset.sum_sub_distrib, ← Finset.sum_sub_distrib,
      ← Finset.sum_add_distrib]
    exact Finset.sum_congr rfl fun k _ => by ring
  have hs := Fin.sum_univ_succ (fun i : Fin (n + 1) => φ i ^ 2)
  have hc := Fin.sum_univ_castSucc (fun i : Fin (n + 1) => φ i ^ 2)
  have hE : φ ⬝ᵥ bondMatrix n x *ᵥ φ
      = ∑ i : Fin (n + 1), ∑ j : Fin (n + 1), φ i * (bondMatrix n x i j * φ j) := by
    change ∑ i : Fin (n + 1), φ i * ∑ j : Fin (n + 1), bondMatrix n x i j * φ j = _
    exact Finset.sum_congr rfl fun i _ => Finset.mul_sum _ _ _
  have hK : ∑ i : Fin (n + 1), ∑ j : Fin (n + 1), φ i * (bondMatrix n x i j * φ j)
      = ∑ i : Fin (n + 1), layerDiag n x i * φ i ^ 2
        - ∑ i : Fin (n + 1), ∑ j : Fin (n + 1), (if (i : ℕ) + 1 = j then x * φ i * φ j else 0)
        - ∑ i : Fin (n + 1), ∑ j : Fin (n + 1),
          (if (j : ℕ) + 1 = i then x * φ i * φ j else 0) := by
    rw [← Finset.sum_sub_distrib, ← Finset.sum_sub_distrib]
    refine Finset.sum_congr rfl fun i _ => ?_
    refine (Finset.sum_congr rfl fun j _ => key i j).trans ?_
    rw [Finset.sum_sub_distrib, Finset.sum_sub_distrib, Finset.sum_ite_eq,
      if_pos (Finset.mem_univ i)]
  rw [hE, hK, up (fun i j => x * φ i * φ j), down, hD, hR]
  linear_combination hs + x ^ 2 * hc
```

`⬝ᵥ` is the dot product and `*ᵥ` applies a matrix to a vector. Collecting terms,
$$\begin{aligned}\phi\cdot B\phi&=\sum_{i=0}^nD_i\phi_i^2-2x\sum_{k=0}^{n-1}\phi_k\phi_{k+1}\\&=(1-x^2)\phi_0^2+\sum_{k=0}^{n-1}(\phi_{k+1}-x\phi_k)^2.\end{aligned}$$
The steps `up` and `down` turn double sums into sums over bonds; `k.castSucc` and `k.succ` are the layers $k$ and $k+1$.

```lean
/-- The scaled tridiagonal matrix is positive definite. -/
theorem inverseCoulomb_posDef (n : ℕ) {q x : ℝ} (hq : 0 < q) (hx : |x| < 1) :
    (inverseCoulomb n q x).PosDef := by
  have hx' : 0 < 1 - x ^ 2 := sub_pos.mpr ((sq_lt_one_iff_abs_lt_one x).mpr hx)
  refine Matrix.posDef_iff_dotProduct_mulVec.mpr ⟨Matrix.IsHermitian.ext fun i j => ?_, ?_⟩
  · simp only [inverseCoulomb, Matrix.smul_apply, bondMatrix, Matrix.of_apply, star_trivial,
      smul_eq_mul]
    by_cases hij : i = j
    · subst hij
      rfl
    · rw [if_neg hij, if_neg (Ne.symm hij)]
      ring
  · intro φ hφ
    rw [star_trivial, inverseCoulomb, Matrix.smul_mulVec, dotProduct_smul, smul_eq_mul]
    refine mul_pos (div_pos hq (mul_pos Real.two_pi_pos hx')) ?_
    rw [bondMatrix_energy]
    have a : 0 ≤ (1 - x ^ 2) * φ 0 ^ 2 := mul_nonneg hx'.le (sq_nonneg _)
    have b : 0 ≤ ∑ k : Fin n, (φ k.succ - x * φ k.castSucc) ^ 2 :=
      Finset.sum_nonneg fun k _ => sq_nonneg _
    refine lt_of_le_of_ne (add_nonneg a b) fun h => hφ ?_
    -- zero energy forces the potential to vanish layer by layer
    have a0 : (1 - x ^ 2) * φ 0 ^ 2 = 0 := by linarith
    have b0 : ∑ k : Fin n, (φ k.succ - x * φ k.castSucc) ^ 2 = 0 := by linarith
    have b1 := (Finset.sum_eq_zero_iff_of_nonneg (fun k _ => sq_nonneg _)).mp b0
    funext i
    induction i using Fin.induction with
    | zero => exact (pow_eq_zero_iff two_ne_zero).mp ((mul_eq_zero.mp a0).resolve_left hx'.ne')
    | succ k ih =>
      have hk := (pow_eq_zero_iff two_ne_zero).mp (b1 k (Finset.mem_univ k))
      simp only [Pi.zero_apply] at ih ⊢
      rw [ih] at hk
      linarith
```

`PosDef` means symmetric with $\phi\cdot K\phi>0$ for $\phi\ne0$. For $q>0$ and $|x|<1$ the scale factor is positive and no term of the form is negative. If the form vanishes, then $\phi_0=0$ and $\phi_{k+1}=x\phi_k$, so induction gives $\phi=0$.

```lean
/-- The bare interlayer Coulomb interaction is positive definite, and its inverse is the
scaled tridiagonal matrix. -/
theorem layerCoulomb_posDef_and_inv (n : ℕ) {q x : ℝ} (hq : 0 < q) (hx : |x| < 1) :
    (layerCoulomb n q x).PosDef ∧ (layerCoulomb n q x)⁻¹ = inverseCoulomb n q x := by
  have h := inverseCoulomb_mul n hq.ne' ((sq_lt_one_iff_abs_lt_one x).mpr hx).ne
  refine ⟨?_, Matrix.inv_eq_left_inv h⟩
  rw [← Matrix.inv_eq_right_inv h]
  exact (inverseCoulomb_posDef n hq hx).inv
```

Since $v=K^{-1}$, $v$ is positive definite too.

## Screening keeps the inverse tridiagonal

```lean
/-- For a nonnegative layer-diagonal response, `1 + vR` is invertible and the screened
interaction is positive definite with inverse `v⁻¹ + R`, which couples only adjacent layers. -/
theorem screenedCoulomb_inverse (n : ℕ) {q x : ℝ} (hq : 0 < q) (hx : |x| < 1)
    {R : Fin (n + 1) → ℝ} (hR : ∀ i, 0 ≤ R i) :
    IsUnit (1 + layerCoulomb n q x * Matrix.diagonal R) ∧
    (screenedCoulomb n q x R).PosDef ∧
    (screenedCoulomb n q x R)⁻¹ = inverseCoulomb n q x + Matrix.diagonal R ∧
    ∀ i j : Fin (n + 1), 1 < layerGap i j → (screenedCoulomb n q x R)⁻¹ i j = 0 := by
  have hv := (layerCoulomb_posDef_and_inv n hq hx).1
  have hS : (inverseCoulomb n q x + Matrix.diagonal R).PosDef :=
    (inverseCoulomb_posDef n hq hx).add_posSemidef (Matrix.PosSemidef.diagonal hR)
  have hvK : layerCoulomb n q x * inverseCoulomb n q x = 1 :=
    mul_eq_one_comm.mp
      (inverseCoulomb_mul n hq.ne' ((sq_lt_one_iff_abs_lt_one x).mpr hx).ne)
  -- the dielectric matrix factorises as `v (v⁻¹ + R)`
  have hf : layerCoulomb n q x * (inverseCoulomb n q x + Matrix.diagonal R)
      = 1 + layerCoulomb n q x * Matrix.diagonal R := by rw [mul_add, hvK]
  have hdet : IsUnit (1 + layerCoulomb n q x * Matrix.diagonal R).det := by
    rw [← hf, Matrix.det_mul]
    exact (mul_pos hv.det_pos hS.det_pos).ne'.isUnit
  have hW : screenedCoulomb n q x R * (inverseCoulomb n q x + Matrix.diagonal R) = 1 := by
    rw [screenedCoulomb, mul_assoc, hf, Matrix.nonsing_inv_mul _ hdet]
  have hinv := Matrix.inv_eq_right_inv hW
  refine ⟨(Matrix.isUnit_iff_isUnit_det _).mpr hdet, ?_, hinv, fun i j hij => ?_⟩
  · rw [← Matrix.inv_eq_left_inv hW]
    exact hS.inv
  · unfold layerGap at hij
    have h1 : i ≠ j := by
      rintro rfl
      omega
    have h2 : (i : ℕ) + 1 ≠ j := by omega
    have h3 : (j : ℕ) + 1 ≠ i := by omega
    rw [hinv]
    simp [inverseCoulomb, bondMatrix, h1, h2, h3]
```

The hypothesis `hR` says $R_i\ge0$: any induced charge opposes the local potential, as in the static random-phase approximation, where $R_i$ is the response of independent electrons in their ground state. Then $K+R$ is positive definite, and
$$v(K+R)=1+vR$$
has positive determinant. Therefore $W(K+R)=(1+vR)^{-1}v(K+R)=1$, so $W^{-1}=K+R$ and $W$ is positive definite. The last clause says that entries of $W^{-1}$ with $|i-j|>1$ vanish.

For one layer, $W=2\pi/(q+2\pi R_0)$. Choosing $R_0=\alpha q^2$, with $\alpha\ge0$ the in-plane polarizability of the layer, gives the Rytova–Keldysh form $2\pi/[q(1+2\pi\alpha q)]$.

In a Bethe–Salpeter calculation using this static layer model, $W$ supplies the screened electron–hole attraction. Code can obtain the potential of a layer charge $\rho$ by solving $(K+R)a=\rho$ with a tridiagonal solver, in a number of operations proportional to $N$ for each $q$.

```lean
/-- Screening by a nonnegative layer-diagonal response never raises the quadratic
interaction energy of a layer charge distribution. -/
theorem screening_lowers_energy (n : ℕ) {q x : ℝ} (hq : 0 < q) (hx : |x| < 1)
    {R : Fin (n + 1) → ℝ} (hR : ∀ i, 0 ≤ R i) (ρ : Fin (n + 1) → ℝ) :
    ρ ⬝ᵥ screenedCoulomb n q x R *ᵥ ρ ≤ ρ ⬝ᵥ layerCoulomb n q x *ᵥ ρ := by
  have hdet := (Matrix.isUnit_iff_isUnit_det _).mp (screenedCoulomb_inverse n hq hx hR).1
  have hW : (1 + layerCoulomb n q x * Matrix.diagonal R) * screenedCoulomb n q x R
      = layerCoulomb n q x := by
    rw [screenedCoulomb, ← mul_assoc, Matrix.mul_nonsing_inv _ hdet, one_mul]
  obtain ⟨a, ha⟩ : ∃ a, a = screenedCoulomb n q x R *ᵥ ρ := ⟨_, rfl⟩
  obtain ⟨s, hs⟩ : ∃ s, s = Matrix.diagonal R *ᵥ a := ⟨_, rfl⟩
  -- bare potential = screened potential + potential of the charge `s`
  have hb : layerCoulomb n q x *ᵥ ρ = a + layerCoulomb n q x *ᵥ s := by
    calc layerCoulomb n q x *ᵥ ρ
        = ((1 + layerCoulomb n q x * Matrix.diagonal R) * screenedCoulomb n q x R) *ᵥ ρ := by
          rw [hW]
      _ = a + layerCoulomb n q x *ᵥ s := by
          rw [← Matrix.mulVec_mulVec, ← ha, Matrix.add_mulVec, Matrix.one_mulVec,
            ← Matrix.mulVec_mulVec, ← hs]
  have ht : (layerCoulomb n q x)ᵀ = layerCoulomb n q x := by
    ext i j
    have e : layerGap j i = layerGap i j := by unfold layerGap; omega
    simp only [Matrix.transpose_apply, layerCoulomb, Matrix.of_apply, e]
  have hsym : ρ ⬝ᵥ layerCoulomb n q x *ᵥ s = (layerCoulomb n q x *ᵥ ρ) ⬝ᵥ s := by
    rw [Matrix.dotProduct_mulVec, ← Matrix.mulVec_transpose, ht]
  have h1 : 0 ≤ a ⬝ᵥ s := by
    rw [hs]
    simp only [dotProduct, Matrix.mulVec_diagonal]
    exact Finset.sum_nonneg fun i _ => by nlinarith [mul_nonneg (hR i) (sq_nonneg (a i))]
  have h2 := (layerCoulomb_posDef_and_inv n hq hx).1.posSemidef.dotProduct_mulVec_nonneg s
  rw [star_trivial, dotProduct_comm] at h2
  have h3 : ρ ⬝ᵥ layerCoulomb n q x *ᵥ ρ = ρ ⬝ᵥ a + ρ ⬝ᵥ layerCoulomb n q x *ᵥ s := by
    rw [hb, dotProduct_add]
  rw [hsym, hb, add_dotProduct] at h3
  rw [← ha, hb]
  linarith

end

end LayeredScreening
```

Let $a=W\rho$ and $s=Ra$. From $(1+vR)W=v$ follows $v\rho=a+vs$. Symmetry of $v$ gives $\rho\cdot vs=(v\rho)\cdot s$, so
$$\rho\cdot v\rho-\rho\cdot W\rho=\rho\cdot vs=a\cdot s+s\cdot vs\ge0,$$
because $a\cdot s=\sum_iR_ia_i^2\ge0$ and $v$ is positive definite. Lean proves these two signs as `h1` and `h2`, and `linarith` combines them.

```lean
#print axioms LayeredScreening.layerCoulomb_exp
-- 'LayeredScreening.layerCoulomb_exp' depends on axioms: [propext, Classical.choice, Quot.sound]
#print axioms LayeredScreening.screenedCoulomb_inverse
-- 'LayeredScreening.screenedCoulomb_inverse' depends on axioms: [propext, Classical.choice, Quot.sound]
#print axioms LayeredScreening.screening_lowers_energy
-- 'LayeredScreening.screening_lowers_energy' depends on axioms: [propext, Classical.choice, Quot.sound]
```
